# Two or more equally spaced, alternating unit charges on a line have negative Coulomb energy

## Does a surplus charge ever make the chain's energy positive?

If I compute the Coulomb energy of a short, equally spaced ionic chain and get a positive number, I would like to know whether that could be an end effect or shows an error. Chains with an odd number of ions worry me most, because they carry a surplus charge. I put charges +1, −1, +1, … at the sites 0, 1, …, N − 1 and believe that the Coulomb energy is

E(N) = Σ (−1)ᵈ (N − d)/d, summed over d = 1, …, N − 1,

and that it is negative for every N ≥ 2, odd or even. The terms alternate in sign, so their signs alone don't settle this. Can it be proved in full, with the proof checked in Lean?

## No: each further ion lowers the Coulomb energy

Measure lengths in lattice spacings and energies in units of the repulsion between two equal unit charges one spacing apart. The charge at site i is (−1)ⁱ, so

E(N) = Σ (−1)ⁱ⁺ʲ/(j − i), summed over 0 ≤ i < j ≤ N − 1.

**Sorting pairs by distance.** Put d = j − i. Since i + j = d + 2i, the sign of the pair is (−1)ᵈ. The left ion can sit at i = 0, …, N − 1 − d, which gives N − d pairs at distance d. This is the distance sum in the question.

**Adding an ion.** Let two equal unit charges at distance d have the interaction energy v(d), and two opposite ones −v(d); the Coulomb case is v(d) = 1/d. Suppose that v(d) ≥ 0 and v(d + 1) ≤ v(d) for all d ≥ 1: the interaction energy of like charges is never negative and does not grow with distance. A new ion at the end of a chain of n ions adds

e(n) = −v(1) + v(2) − v(3) + … + (−1)ⁿ v(n).

For even n, group the terms as

e(n) = −[v(1) − v(2)] − [v(3) − v(4)] − … − [v(n − 1) − v(n)].

No bracket is negative, so e(n) ≤ −[v(1) − v(2)]. For odd n, e(n) = e(n + 1) − v(n + 1), which obeys the same bound because n + 1 is even and v(n + 1) ≥ 0.

For the lower bound, take odd n first:

e(n) = −v(1) + [v(2) − v(3)] + … + [v(n − 1) − v(n)] ≥ −v(1),

with no brackets when n = 1. For even n, e(n) = e(n − 1) + v(n) ≥ −v(1). Hence, for every n ≥ 1,

−v(1) ≤ e(n) ≤ −[v(1) − v(2)].

**Summing up.** One ion has no pair energy, so the energy of N ions is e(1) + … + e(N − 1). In the Coulomb case v(1) = 1 and v(2) = 1/2, which gives

−(N − 1) ≤ E(N) ≤ −(N − 1)/2.

The upper bound is negative for N ≥ 2. For a general v with v(1) = v(2) it would only give zero, but two ions already have energy −v(1), and no further ion raises it. The energy therefore stays negative whenever v(1) > 0.

Here is the Lean file.

```lean
import Mathlib

open Finset

namespace AlternatingChain

noncomputable section

/-- The charge at site `i` of the alternating chain: `+1` on even sites, `-1` on odd sites. -/
def charge (i : ℕ) : ℝ := (-1) ^ i

/-- The energy of `N` alternating charges at the sites `0, ..., N - 1`, summed over pairs `i < j`,
when two unit charges of equal sign at distance `d ≥ 1` have the interaction energy `v d`. -/
def chainEnergy (v : ℕ → ℝ) (N : ℕ) : ℝ :=
  ∑ j ∈ range N, ∑ i ∈ range j, charge i * charge j * v (j - i)

/-- The interaction energy of an ion at the end of the chain with its `n` nearest ions,
which lie at the distances `1, ..., n` on one side of it. -/
def endEnergy (v : ℕ → ℝ) (n : ℕ) : ℝ :=
  ∑ d ∈ range n, (-1) ^ (d + 1) * v (d + 1)

/-- The Coulomb interaction of two equal unit charges at distance `d ≥ 1`. -/
def coulomb (d : ℕ) : ℝ := 1 / (d : ℝ)

/-- The Coulomb energy of `N` alternating unit charges at the sites `0, ..., N - 1`,
summed over pairs `i < j`. -/
def coulombEnergy (N : ℕ) : ℝ :=
  ∑ j ∈ range N, ∑ i ∈ range j, charge i * charge j / ((j : ℝ) - (i : ℝ))

/-- Adding one ion to a chain of `N` ions changes the energy by the interaction of the new
end ion with the `N` ions already there. -/
theorem chainEnergy_succ (v : ℕ → ℝ) (N : ℕ) :
    chainEnergy v (N + 1) = chainEnergy v N + endEnergy v N := by
  unfold chainEnergy endEnergy
  rw [Finset.sum_range_succ]
  congr 1
  -- count the old ions by their distance from the new one
  refine Eq.trans ?_
    (Finset.sum_range_reflect (fun d => (-1 : ℝ) ^ (d + 1) * v (d + 1)) N)
  refine Finset.sum_congr rfl fun i hi => ?_
  have hlt := Finset.mem_range.mp hi
  obtain ⟨k, hk⟩ : ∃ k, N = i + k + 1 := ⟨N - i - 1, by omega⟩
  have h1 : N - i = k + 1 := by omega
  have h2 : N - 1 - i = k := by omega
  have hN : charge N = (-1) ^ i * (-1) ^ (k + 1) := by
    rw [charge, hk, add_assoc, pow_add]
  have hs : (-1 : ℝ) ^ i * (-1) ^ i = 1 := by
    rw [← mul_pow]; norm_num
  show charge i * charge N * v (N - i) = (-1 : ℝ) ^ (N - 1 - i + 1) * v (N - 1 - i + 1)
  rw [h1, h2, hN, charge]
  generalize (-1 : ℝ) ^ i = s at hs ⊢
  generalize (-1 : ℝ) ^ (k + 1) = t
  linear_combination t * v (k + 1) * hs

/-- The energy as a sum over distances: the distance `d` occurs for `N - d` pairs,
each with the sign `(-1) ^ d`. -/
theorem chainEnergy_eq_sum_distance (v : ℕ → ℝ) (N : ℕ) :
    chainEnergy v N = ∑ d ∈ Ico 1 N, (-1) ^ d * ((N : ℝ) - d) * v d := by
  have last (n : ℕ) : ((n + 1 : ℕ) : ℝ) - ((n : ℝ) + 1) = 0 := by push_cast; ring
  -- the same sum with one extra term of weight zero, which suits induction
  have key : ∀ n : ℕ, chainEnergy v n =
      ∑ d ∈ range n, (-1) ^ (d + 1) * ((n : ℝ) - ((d : ℝ) + 1)) * v (d + 1) := by
    intro n
    induction n with
    | zero => simp [chainEnergy]
    | succ n ih =>
      rw [chainEnergy_succ, ih, endEnergy, ← Finset.sum_add_distrib,
        Finset.sum_range_succ, last, mul_zero, zero_mul, add_zero]
      refine Finset.sum_congr rfl fun d _ => ?_
      push_cast
      ring
  cases N with
  | zero => simp [chainEnergy]
  | succ n =>
    rw [key, Finset.sum_range_succ, last, mul_zero, zero_mul, add_zero,
      Finset.sum_Ico_eq_sum_range, Nat.add_sub_cancel]
    refine Finset.sum_congr rfl fun d _ => ?_
    rw [add_comm 1 d]
    push_cast
    ring

/-- For an interaction that is nonnegative and does not increase with distance, the energy of an
end ion with `n ≥ 1` neighbours lies between `-v 1` and `-(v 1 - v 2)`. -/
theorem endEnergy_bounds (v : ℕ → ℝ) (hpos : ∀ d, 1 ≤ d → 0 ≤ v d)
    (hdec : ∀ d, 1 ≤ d → v (d + 1) ≤ v d) (n : ℕ) (hn : 1 ≤ n) :
    -v 1 ≤ endEnergy v n ∧ endEnergy v n ≤ -(v 1 - v 2) := by
  have hodd (m : ℕ) : endEnergy v (2 * m + 1) = endEnergy v (2 * m) - v (2 * m + 1) := by
    have h : (-1 : ℝ) ^ (2 * m + 1) = -1 := by rw [pow_succ, pow_mul]; norm_num
    unfold endEnergy
    rw [Finset.sum_range_succ _ (2 * m), h]
    ring
  have heven (m : ℕ) :
      endEnergy v (2 * m + 1 + 1) = endEnergy v (2 * m + 1) + v (2 * m + 1 + 1) := by
    have h : (-1 : ℝ) ^ (2 * m + 1 + 1) = 1 := by
      rw [pow_succ, pow_succ, pow_mul]; norm_num
    unfold endEnergy
    rw [Finset.sum_range_succ _ (2 * m + 1), h]
    ring
  -- group the alternating terms in pairs of consecutive distances
  have pairs (m : ℕ) : -v 1 ≤ endEnergy v (2 * m + 1) ∧
      endEnergy v (2 * m + 1 + 1) ≤ -(v 1 - v 2) := by
    induction m with
    | zero =>
      have z : endEnergy v 0 = 0 := by simp [endEnergy]
      have a : endEnergy v 1 = endEnergy v 0 - v 1 := hodd 0
      have b : endEnergy v 2 = endEnergy v 1 + v 2 := heven 0
      show -v 1 ≤ endEnergy v 1 ∧ endEnergy v 2 ≤ -(v 1 - v 2)
      constructor <;> linarith
    | succ m ih =>
      have e : 2 * (m + 1) = 2 * m + 1 + 1 := by ring
      have a := hodd (m + 1)
      have b := heven (m + 1)
      rw [e] at a b ⊢
      have c := heven m
      have d1 := hdec (2 * m + 1 + 1) (by omega)
      have d2 := hdec (2 * m + 1 + 1 + 1) (by omega)
      constructor <;> linarith [ih.1, ih.2]
  obtain ⟨m, hm⟩ : ∃ m, n = 2 * m + 1 ∨ n = 2 * m + 1 + 1 := ⟨(n - 1) / 2, by omega⟩
  have p := pairs m
  have c := heven m
  have q := hpos (2 * m + 1 + 1) (by omega)
  rcases hm with rfl | rfl <;> constructor <;> linarith [p.1, p.2]

/-- For an interaction that is nonnegative and does not increase with distance, the energy of
`N ≥ 1` ions lies between `-(N - 1) v 1` and `-(N - 1) (v 1 - v 2)`. -/
theorem chainEnergy_bounds (v : ℕ → ℝ) (hpos : ∀ d, 1 ≤ d → 0 ≤ v d)
    (hdec : ∀ d, 1 ≤ d → v (d + 1) ≤ v d) (N : ℕ) (hN : 1 ≤ N) :
    -(((N : ℝ) - 1) * v 1) ≤ chainEnergy v N ∧
      chainEnergy v N ≤ -(((N : ℝ) - 1) * (v 1 - v 2)) := by
  induction N, hN using Nat.le_induction with
  | base => simp [chainEnergy]
  | succ n hn ih =>
    have h := endEnergy_bounds v hpos hdec n hn
    rw [chainEnergy_succ]
    push_cast
    constructor <;> nlinarith [h.1, h.2, ih.1, ih.2]

/-- A chain of `N ≥ 2` alternating charges has negative energy for every interaction that is
nonnegative, does not increase with distance, and is positive between nearest neighbours. -/
theorem chainEnergy_neg (v : ℕ → ℝ) (hpos : ∀ d, 1 ≤ d → 0 ≤ v d)
    (hdec : ∀ d, 1 ≤ d → v (d + 1) ≤ v d) (h1 : 0 < v 1) (N : ℕ) (hN : 2 ≤ N) :
    chainEnergy v N < 0 := by
  induction N, hN using Nat.le_induction with
  | base =>
    have h : chainEnergy v 2 = -v 1 := by
      simp [chainEnergy, charge, Finset.sum_range_succ]
    linarith
  | succ n hn ih =>
    -- a further ion never raises the energy
    have h := (endEnergy_bounds v hpos hdec n (by omega)).2
    have h2 : v 2 ≤ v 1 := hdec 1 le_rfl
    rw [chainEnergy_succ]
    linarith

/-- Three alternating charges have positive energy exactly when the interaction at distance two
is more than twice that at distance one. -/
theorem chainEnergy_three_pos_iff (v : ℕ → ℝ) : 0 < chainEnergy v 3 ↔ 2 * v 1 < v 2 := by
  have h : chainEnergy v 3 = v 2 - 2 * v 1 := by
    simp [chainEnergy, charge, Finset.sum_range_succ]
    ring
  rw [h]
  constructor <;> intro h <;> linarith

/-- The Coulomb energy of the chain is the chain energy for the interaction `1 / d`. -/
theorem coulombEnergy_eq_chainEnergy (N : ℕ) : coulombEnergy N = chainEnergy coulomb N := by
  unfold coulombEnergy chainEnergy
  refine Finset.sum_congr rfl fun j _ => Finset.sum_congr rfl fun i hi => ?_
  rw [coulomb, Nat.cast_sub (Finset.mem_range.mp hi).le, mul_one_div]

/-- The Coulomb energy of `N ≥ 2` alternating unit charges equals the sum of `(-1)^d (N - d) / d`
over the distances `d = 1, ..., N - 1`; it is negative and lies between `-(N - 1)` and
`-(N - 1) / 2`. -/
theorem coulombEnergy_finite_chain (N : ℕ) (hN : 2 ≤ N) :
    coulombEnergy N = ∑ d ∈ Ico 1 N, (-1) ^ d * ((N : ℝ) - d) / d ∧
      coulombEnergy N < 0 ∧
      -((N : ℝ) - 1) ≤ coulombEnergy N ∧ coulombEnergy N ≤ -((N : ℝ) - 1) / 2 := by
  have hpos : ∀ d, 1 ≤ d → 0 ≤ coulomb d := by
    intro d _
    unfold coulomb
    positivity
  have hdec : ∀ d, 1 ≤ d → coulomb (d + 1) ≤ coulomb d := by
    intro d hd
    have hd' : (0 : ℝ) < d := by exact_mod_cast hd
    unfold coulomb
    exact one_div_le_one_div_of_le hd' (by push_cast; linarith)
  have c1 : coulomb 1 = 1 := by norm_num [coulomb]
  have c2 : coulomb 2 = 1 / 2 := by norm_num [coulomb]
  have b := chainEnergy_bounds coulomb hpos hdec N (by omega)
  rw [c1, c2] at b
  rw [coulombEnergy_eq_chainEnergy]
  refine ⟨?_, chainEnergy_neg coulomb hpos hdec (by rw [c1]; norm_num) N hN, ?_, ?_⟩
  · rw [chainEnergy_eq_sum_distance]
    refine Finset.sum_congr rfl fun d _ => ?_
    rw [coulomb, mul_one_div]
  · linarith [b.1]
  · linarith [b.2]

end

end AlternatingChain
```

```lean
#print axioms AlternatingChain.chainEnergy_three_pos_iff
#print axioms AlternatingChain.coulombEnergy_finite_chain
```

```
'AlternatingChain.chainEnergy_three_pos_iff' depends on axioms: [propext, Classical.choice, Quot.sound]
'AlternatingChain.coulombEnergy_finite_chain' depends on axioms: [propext, Classical.choice, Quot.sound]
```

### What the theorems say about the chain

`charge i` is the charge at site `i`. In `coulombEnergy N`, the index `j` runs over 0, …, N − 1 and `i` over the sites to its left, so each pair counts once and there is no self-energy. The distance is the real number `(j : ℝ) - (i : ℝ)`. `chainEnergy v N` is the same sum for an interaction `v` given at integer distances, and `endEnergy v n` is e(n), with its summation index shifted to start at zero.

For every `N` with `2 ≤ N`, `coulombEnergy_finite_chain` states the distance sum, strict negativity and both linear bounds. The range `Ico 1 N` means d = 1, …, N − 1.

`chainEnergy_neg` gives negativity for any `v` that satisfies `hpos` (nonnegative), `hdec` (not increasing with distance) and `h1` (positive between nearest neighbours). The condition `hdec` does real work: by `chainEnergy_three_pos_iff`, three ions have positive energy exactly when v(2) > 2v(1).

The model has fixed point charges, equal spacing and open ends. It has no periodic images and no short-range repulsion, and a negative energy here does not mean that the chain is mechanically stable. Within that model, the distance sum and the bounds can be used to check a direct Coulomb summation routine.

For an infinitely long chain, a limit that the file does not treat, dividing the distance sum by N gives

E(N)/N → −1 + 1/2 − 1/3 + … = −ln 2.

This is the energy per ion with each pair counted once; the corresponding Madelung constant, which counts the neighbours on both sides of an ion, is 2 ln 2.

### From one added ion to the whole chain

`chainEnergy_succ` is the step of adding an ion. It splits off the pairs that contain the new ion, and `Finset.sum_range_reflect` reorders the old ions by their distance from it. The signs agree because (−1)ⁱ(−1)ⁱ = 1.

`chainEnergy_eq_sum_distance` replaces the direct count of pairs by induction: each added ion raises the weight of every available distance by one. An extra term of weight zero keeps the summation ranges aligned.

In `endEnergy_bounds`, the auxiliary statement `pairs` proves the lower bound for odd n and the upper bound for even n by induction, adding two neighbours at a time. The other two bounds follow from `heven` and the nonnegativity of `v`, as in the derivation above.

`chainEnergy_bounds` adds up these bounds starting from one ion. `chainEnergy_neg` starts from two ions and uses only the upper bound.

Finally, `coulombEnergy_eq_chainEnergy` identifies the Coulomb energy with the case v(d) = 1/d. The main theorem then checks that 1/d is nonnegative and does not increase, and inserts v(1) = 1 and v(2) = 1/2.
